# The exchange-correlation hole in a mixture of N and N+1 particles sums to −1 + t(1−t)(r1−r0)/r

## The target value when checking a hole

After computing a pair density, one can check it by summing the exchange-correlation hole around a reference site and comparing the sum with $-1$. If the calculation describes an open system as a mixture of a state with $N$ particles and a state with $N+1$, that target is in general wrong. The correct value can vary from site to site, and it follows from the mixing weight and the densities of the two states that are mixed.

The reason is statistical. Let $t$ be the weight of the state with the extra particle. Finding a particle at a site where the extra particle raises the density makes it more likely that the extra particle is present. The expected number of other particles then rises, and the hole is shallower than $-1$.

This matters for density functionals at fractional electron number: a model hole built to sum to $-1$ everywhere misses this correction, which is derived here for a two-state mixture on finitely many sites.

## Densities, pair densities and their sum rules

Let $i,j$ label the sites and let $r_i$ be the mean number of particles at site $i$; the letter $r$ denotes a density here, not a position. The pair density $P_{ij}$ counts ordered pairs of distinct particles, so it sums to $N(N-1)$ for $N$ particles. Some textbooks include a factor $\tfrac12$. The sum rules are
$$\sum_i r_i=N,\qquad \sum_j P_{ij}=(N-1)\,r_i .$$

For definite occupation numbers $n_i$ one has $P_{ij}=n_in_j-\delta_{ij}n_i$. Summing over $j$ gives $n_iN-n_i=(N-1)n_i$, as required.

The hole at $j$ around a particle at $i$, and its charge, are
$$h_{ij}=\frac{P_{ij}}{r_i}-r_j,\qquad q_i=\sum_j h_{ij}=\frac{\sum_jP_{ij}}{r_i}-\sum_jr_j .$$
"Charge" means this sum, in units of particle number. For a single state with $N$ particles it is $(N-1)-N=-1$.

## The charge of the mixed hole

Let $r^0,P^0$ obey the rules for $N$ particles and $r^1,P^1$ those for $N+1$. Mix both densities and pair densities with weights $1-t$ and $t$:
$$r=(1-t)r^0+t\,r^1,\qquad P=(1-t)P^0+t\,P^1 .$$
The summed pair density is
$$\sum_jP_{ij}=(1-t)(N-1)r^0_i+tN r^1_i=(N-1)r_i+t\,r^1_i .$$
Since $r^1_i=r_i+(1-t)(r^1_i-r^0_i)$, this equals
$$(N-1+t)\,r_i+t(1-t)(r^1_i-r^0_i).$$
The total density is $(1-t)N+t(N+1)=N+t$. Dividing by $r_i\neq0$ and subtracting the total gives
$$q_i=-1+\frac{t(1-t)(r^1_i-r^0_i)}{r_i}.$$

As an example, take two sites, numbered 0 and 1, with occupations $(1,1)$ and $(2,1)$ and $t=\tfrac12$. Then $r=(\tfrac32,1)$, and the charges are $q_0=-\tfrac56$ and $q_1=-1$.

## Sign, bounds and the density-weighted sum

For $0<t<1$ the correction vanishes exactly where $r^1_i=r^0_i$. The totals of $r^1$ and $r^0$ differ by one, so $r^1_i>r^0_i$ at some site. If the mixed density is positive everywhere, the charge there is above $-1$.

For $0\le t\le1$, the formula can also be written in two ways:
$$q_i=-1-t+\frac{t\,r^1_i}{r_i}=-t-\frac{(1-t)\,r^0_i}{r_i}.$$
With non-negative $r^0_i,r^1_i$ and positive $r_i$, it follows that $-1-t\le q_i\le-t$.

Now take any finite ensemble whose members obey the sum rules, with weights $w_k$ summing to one, particle numbers $n_k$ (no longer occupation numbers) and densities $r^k$, and mix the pair densities with the same weights. Let $R_i=\sum_kw_kr^k_i$ be non-zero at every site, and let $M=\sum_kw_kn_k$. The definition of the charge and the sum rules give
$$R_iq_i=\sum_kw_k(n_k-1)r^k_i-R_iM .$$
Summing over $i$,
$$\sum_iR_iq_i=\sum_kw_kn_k^2-M-M^2=-M+\sum_kw_k(n_k-M)^2 .$$
The last term is the particle-number variance. In the two-site example both sides are $-\tfrac52+\tfrac14=-\tfrac94$.

## A gap of m particles

The same algebra applies when the second state has $N+m$ particles. The summed pair density is then $(N-1)r_i+mt\,r^1_i$ and the total is $N+mt$, so
$$q_i=-1+\frac{m\,t(1-t)(r^1_i-r^0_i)}{r_i}.$$
For $m=0$ the charge is $-1$ at every site, even if the two densities differ. This extension is argued here by hand and has no theorem in the code below.

## What the Lean statements say

The finite type `ι` is the set of sites. Densities are functions `ι → ℝ` and pair densities are functions `ι → ι → ℝ`. The structure `PairSumRules N r P` holds the two sum rules, and `mix` and `mixPair` form the mixtures. The names `r0`, `r1`, `P0`, `P1` stand for $r^0,r^1,P^0,P^1$.

The main theorem, `holeCharge_mix`, assumes the sum rules for `N` and `N + 1` and a non-zero mixed density at the chosen site. It requires neither an integer `N`, nor a weight between 0 and 1, nor a positive or symmetric pair density. The later theorems add sign conditions where they use them. In `ensemble_holeCharge` the weights need only sum to one; the last term is a variance in the usual sense when they are also non-negative.

The sum rules are assumed for general pair densities and proved for definite occupation numbers. To apply the theorem to electrons, one must still show that the pair density of a quantum state obeys them. For a state with exactly $N$ particles, $P_{ij}=\langle \hat n_i\hat n_j\rangle-\delta_{ij}\langle\hat n_i\rangle$, where $\hat n_i$ is the number operator of site $i$. Summing over $j$ replaces $\sum_j\hat n_j$ by $N$ and gives the rule. Continuous space, with integrals for sums, is idealised away.

```lean
import Mathlib

open Finset

namespace FractionalHole

noncomputable section

variable {ι : Type*} [Fintype ι]

/-- The sum rules of a density `r` and a pair density `P` for `N` particles: the density sums
to `N`, and summing the pair density over the second particle gives `(N - 1) r`. -/
structure PairSumRules (N : ℝ) (r : ι → ℝ) (P : ι → ι → ℝ) : Prop where
  total : ∑ i, r i = N
  marginal : ∀ i, ∑ j, P i j = (N - 1) * r i

/-- The exchange-correlation hole at site `j` around a particle at site `i`, physically meaningful
only where the density `r i` is non-zero. -/
def hole (P : ι → ι → ℝ) (r : ι → ℝ) (i j : ι) : ℝ := P i j / r i - r j

/-- The hole around a particle at site `i`, summed over all sites, physically meaningful only where
the density `r i` is non-zero. -/
def holeCharge (P : ι → ι → ℝ) (r : ι → ℝ) (i : ι) : ℝ := ∑ j, hole P r i j

/-- The mixture of two densities with weights `1 - t` and `t`. -/
def mix (t : ℝ) (a b : ι → ℝ) (i : ι) : ℝ := (1 - t) * a i + t * b i

/-- The mixture of two pair densities with weights `1 - t` and `t`. -/
def mixPair (t : ℝ) (A B : ι → ι → ℝ) (i j : ι) : ℝ := (1 - t) * A i j + t * B i j

/-- The number of ordered pairs of distinct particles at sites `i` and `j`
when site `i` holds `n i` particles. -/
def occPair [DecidableEq ι] (n : ι → ℕ) (i j : ι) : ℝ :=
  (n i : ℝ) * n j - if i = j then (n i : ℝ) else 0

/-- Every assignment of occupation numbers to the sites obeys the pair sum rules. -/
theorem occupation_sumRules [DecidableEq ι] (n : ι → ℕ) :
    PairSumRules (∑ i, (n i : ℝ)) (fun i => (n i : ℝ)) (occPair n) := by
  refine ⟨rfl, fun i => ?_⟩
  simp only [occPair, sum_sub_distrib, ← mul_sum, sum_ite_eq, mem_univ, if_true]
  ring

/-- On two sites, the occupations (1,1) and (2,1) obey the sum rules for two and three
particles, and their equal mixture has positive density on both sites. -/
theorem pairSumRules_witness :
    PairSumRules (ι := Fin 2) 2 ![1, 1] ![![0, 1], ![1, 0]] ∧
    PairSumRules (ι := Fin 2) (2 + 1) ![2, 1] ![![2, 2], ![2, 0]] ∧
    ∀ i : Fin 2, 0 < mix (1 / 2) ![1, 1] ![2, 1] i := by
  refine ⟨⟨?_, ?_⟩, ⟨?_, ?_⟩, ?_⟩
  · norm_num [Fin.sum_univ_two]
  · intro i
    fin_cases i <;> norm_num [Fin.sum_univ_two]
  · norm_num [Fin.sum_univ_two]
  · intro i
    fin_cases i <;> norm_num [Fin.sum_univ_two]
  · intro i
    fin_cases i <;> norm_num [mix]

/-- The hole charge is the summed pair density divided by the local density,
minus the total density. -/
theorem holeCharge_eq (P : ι → ι → ℝ) (r : ι → ℝ) (i : ι) :
    holeCharge P r i = (∑ j, P i j) / r i - ∑ j, r j := by
  simp only [holeCharge, hole, sum_sub_distrib, sum_div]

variable {N t : ℝ} {r0 r1 : ι → ℝ} {P0 P1 : ι → ι → ℝ}

/-- Mixing densities and pair densities that obey the sum rules for `N` and `N + 1` particles, with
weights `1 - t` and `t`, gives a hole of charge `-1 + t(1-t)(r1 - r0)/r` at every site where the
mixed density `r` is non-zero. -/
theorem holeCharge_mix (h0 : PairSumRules N r0 P0) (h1 : PairSumRules (N + 1) r1 P1)
    (i : ι) (hr : mix t r0 r1 i ≠ 0) :
    holeCharge (mixPair t P0 P1) (mix t r0 r1) i
      = -1 + t * (1 - t) * (r1 i - r0 i) / mix t r0 r1 i := by
  -- the marginal of the mixed pair density, split into a multiple of `r` and a remainder
  have hP : ∑ j, mixPair t P0 P1 i j
      = (N - 1 + t) * mix t r0 r1 i + t * (1 - t) * (r1 i - r0 i) := by
    simp only [mixPair, mix, sum_add_distrib, ← mul_sum, h0.marginal, h1.marginal]
    ring
  -- the mixed particle number
  have hN : ∑ j, mix t r0 r1 j = N + t := by
    simp only [mix, sum_add_distrib, ← mul_sum, h0.total, h1.total]
    ring
  rw [holeCharge_eq, hP, hN, add_div, mul_div_cancel_right₀ _ hr]
  ring

/-- Let the two mixed states obey the sum rules for `N` and `N + 1` particles. For `0 < t < 1` and
non-zero mixed density at a site, the hole around that site has charge `-1` exactly when the two
densities agree there. -/
theorem holeCharge_mix_eq_neg_one_iff (h0 : PairSumRules N r0 P0)
    (h1 : PairSumRules (N + 1) r1 P1) (ht0 : 0 < t) (ht1 : t < 1)
    (i : ι) (hr : mix t r0 r1 i ≠ 0) :
    holeCharge (mixPair t P0 P1) (mix t r0 r1) i = -1 ↔ r1 i = r0 i := by
  rw [holeCharge_mix h0 h1 i hr]
  constructor
  · intro h
    have h2 : t * (1 - t) * (r1 i - r0 i) / mix t r0 r1 i = 0 := by linarith
    rcases div_eq_zero_iff.1 h2 with h3 | h3
    · rcases mul_eq_zero.1 h3 with h4 | h4
      · exact absurd h4 (mul_pos ht0 (sub_pos.2 ht1)).ne'
      · linarith
    · exact absurd h3 hr
  · intro h
    rw [h]
    simp

/-- Let the two mixed states obey the sum rules for `N` and `N + 1` particles. For `0 < t < 1` and a
mixed density positive at every site, the hole charge lies above `-1` at some site. -/
theorem exists_holeCharge_mix_gt (h0 : PairSumRules N r0 P0)
    (h1 : PairSumRules (N + 1) r1 P1) (ht0 : 0 < t) (ht1 : t < 1)
    (hr : ∀ i, 0 < mix t r0 r1 i) :
    ∃ i, -1 < holeCharge (mixPair t P0 P1) (mix t r0 r1) i := by
  -- the added particle must raise the density somewhere
  have hlt : ∑ i, r0 i < ∑ i, r1 i := by
    rw [h0.total, h1.total]
    linarith
  obtain ⟨i, -, hi⟩ := exists_lt_of_sum_lt hlt
  refine ⟨i, ?_⟩
  rw [holeCharge_mix h0 h1 i (hr i).ne']
  have hpos : 0 < t * (1 - t) * (r1 i - r0 i) / mix t r0 r1 i :=
    div_pos (mul_pos (mul_pos ht0 (sub_pos.2 ht1)) (sub_pos.2 hi)) (hr i)
  linarith

/-- Let the two mixed states obey the sum rules for `N` and `N + 1` particles. For `0 ≤ t ≤ 1`,
non-negative densities at a site and positive mixed density there, the hole charge lies between
`-1 - t` and `-t`. -/
theorem holeCharge_mix_bounds (h0 : PairSumRules N r0 P0)
    (h1 : PairSumRules (N + 1) r1 P1) (ht0 : 0 ≤ t) (ht1 : t ≤ 1)
    (i : ι) (hr0 : 0 ≤ r0 i) (hr1 : 0 ≤ r1 i) (hr : 0 < mix t r0 r1 i) :
    -1 - t ≤ holeCharge (mixPair t P0 P1) (mix t r0 r1) i ∧
      holeCharge (mixPair t P0 P1) (mix t r0 r1) i ≤ -t := by
  rw [holeCharge_mix h0 h1 i hr.ne']
  have hl : -t ≤ t * (1 - t) * (r1 i - r0 i) / mix t r0 r1 i := by
    rw [le_div_iff₀ hr]
    simp only [mix]
    nlinarith [mul_nonneg ht0 hr1]
  have hu : t * (1 - t) * (r1 i - r0 i) / mix t r0 r1 i ≤ 1 - t := by
    rw [div_le_iff₀ hr]
    simp only [mix]
    nlinarith [mul_nonneg (sub_nonneg.2 ht1) hr0]
  constructor <;> linarith

/-- In a finite ensemble whose members obey the sum rules, with weights summing to one and non-zero
mean density at every site, the density-weighted sum of hole charges is the variance of the particle
number minus its mean. -/
theorem ensemble_holeCharge {κ : Type*} [Fintype κ] (w n : κ → ℝ) (r : κ → ι → ℝ)
    (P : κ → ι → ι → ℝ) (h : ∀ k, PairSumRules (n k) (r k) (P k)) (hw : ∑ k, w k = 1)
    (R : ι → ℝ) (hR : ∀ i, R i = ∑ k, w k * r k i) (hR0 : ∀ i, R i ≠ 0) :
    ∑ i, R i * holeCharge (fun i j => ∑ k, w k * P k i j) R i
      = -(∑ k, w k * n k) + ∑ k, w k * (n k - ∑ l, w l * n l) ^ 2 := by
  obtain ⟨M, hM⟩ : ∃ M, ∑ k, w k * n k = M := ⟨_, rfl⟩
  have hRM : ∑ i, R i = M := by
    simp only [hR]
    rw [sum_comm]
    simp only [← mul_sum, (h _).total, hM]
  -- multiplying by the density removes the denominator
  have hi : ∀ i, R i * holeCharge (fun i j => ∑ k, w k * P k i j) R i
      = ∑ k, w k * ((n k - 1) * r k i) - R i * M := by
    intro i
    have hQ : ∑ j, ∑ k, w k * P k i j = ∑ k, w k * ((n k - 1) * r k i) := by
      rw [sum_comm]
      simp only [← mul_sum, (h _).marginal]
    rw [holeCharge_eq, hQ, hRM, mul_sub, mul_comm (R i) (_ / _), div_mul_cancel₀ _ (hR0 i)]
  have hS : ∑ i, ∑ k, w k * ((n k - 1) * r k i) = ∑ k, w k * ((n k - 1) * n k) := by
    rw [sum_comm]
    simp only [← mul_sum, (h _).total]
  -- expand the variance
  have hV : ∑ k, w k * (n k - M) ^ 2
      = ∑ k, w k * ((n k - 1) * n k) + (1 - 2 * M) * M + M ^ 2 := by
    calc ∑ k, w k * (n k - M) ^ 2
        = ∑ k, (w k * ((n k - 1) * n k) + (1 - 2 * M) * (w k * n k) + M ^ 2 * w k) :=
          sum_congr rfl fun k _ => by ring
      _ = _ := by
          rw [sum_add_distrib, sum_add_distrib, ← mul_sum, ← mul_sum, hM, hw, mul_one]
  rw [hM, hV, sum_congr rfl fun i _ => hi i, sum_sub_distrib, hS, ← sum_mul, hRM]
  ring

end

end FractionalHole
```

```lean
#print axioms FractionalHole.holeCharge_mix_eq_neg_one_iff
#print axioms FractionalHole.exists_holeCharge_mix_gt
#print axioms FractionalHole.holeCharge_mix_bounds
#print axioms FractionalHole.ensemble_holeCharge
```

```
'FractionalHole.holeCharge_mix_eq_neg_one_iff' depends on axioms: [propext, Classical.choice, Quot.sound]
'FractionalHole.exists_holeCharge_mix_gt' depends on axioms: [propext, Classical.choice, Quot.sound]
'FractionalHole.holeCharge_mix_bounds' depends on axioms: [propext, Classical.choice, Quot.sound]
'FractionalHole.ensemble_holeCharge' depends on axioms: [propext, Classical.choice, Quot.sound]
```

## From the hand derivation to the proofs

`occupation_sumRules` carries out the sum over $j$ for definite occupations: `sum_ite_eq` evaluates the $\delta_{ij}$ term and `ring` collects the factors. `pairSumRules_witness` checks the two-site example entry by entry, which shows that the assumptions of the main theorem are consistent.

`holeCharge_eq` splits the charge into the summed pair density over $r_i$ and the total density. In `holeCharge_mix`, the intermediate facts `hP` and `hN` are the two sums computed above. Each inserts the sum rules with `simp only` and finishes with `ring`. The final rewrite cancels $r_i$, using `hr`, and a last `ring` does the subtraction.

For `holeCharge_mix_eq_neg_one_iff`, a charge of $-1$ makes the correction zero. In Lean, where division by zero gives zero, a quotient vanishes only if its numerator or denominator does; since $t(1-t)>0$ and $r_i\ne0$, the density difference must vanish. The converse is substitution.

`exists_holeCharge_mix_gt` compares the two totals, and `exists_lt_of_sum_lt` supplies a site where $r^1_i>r^0_i$. The correction there is a quotient of positive numbers.

In `holeCharge_mix_bounds`, the facts `hl` and `hu` bound the correction by $-t$ and $1-t$. After multiplication by the positive $r_i$, they reduce to $t\,r^1_i\ge0$ and $(1-t)\,r^0_i\ge0$, which are the products handed to `nlinarith`.

`ensemble_holeCharge` writes `M` for the mean particle number. The fact `hi` is the formula for $R_iq_i$, `hS` sums its first term over the sites by exchanging the order of summation with `sum_comm`, and `hV` expands the variance. The closing `ring` combines them.
